# The Löwdin matrix X of a possibly linearly dependent set of basis functions A: (AX)(AX)ᴴ leaves every basis function unchanged

The columns of a finite complex matrix A hold the components of basis functions in an orthonormal reference basis. The basis functions need be neither normalised nor linearly independent. Their overlap matrix AᴴA is diagonalised by a unitary U with columns U_k and real eigenvalues s_k, and the Löwdin matrix X is the sum of U_k U_kᴴ/√s_k over the positive eigenvalues only. The theorem `frame_mul_basis` states that (AX)(AX)ᴴA = A, so that every basis function is recovered although the zero eigenvalues have been left out of X. The proof first shows that the columns of AU with zero eigenvalue vanish, and then reaches A by a chain of matrix identities.

The failing Lean file:

```lean
import Mathlib

open Matrix

namespace LoewdinDependentBasis

noncomputable section

variable {m n : Type*} [Fintype m] [Fintype n] [DecidableEq n]

/-- The overlap matrix `Aᴴ A` of the columns of `A` is diagonalised by the unitary matrix `U`,
with real eigenvalues `s`. -/
def IsOverlapDecomp (A : Matrix m n ℂ) (U : Matrix n n ℂ) (s : n → ℝ) : Prop :=
  Uᴴ * U = 1 ∧ Aᴴ * A = U * diagonal (fun k => (s k : ℂ)) * Uᴴ

/-- The Löwdin matrix: the sum of `U_k U_kᴴ / √s_k` over the positive eigenvalues `s_k`. -/
def loewdinX (U : Matrix n n ℂ) (s : n → ℝ) : Matrix n n ℂ :=
  ∑ k with 0 < s k, ((1 / √(s k) : ℝ) : ℂ) •
    vecMulVec (fun i => U i k) (fun j => star (U j k))

/-- The inverse square root on positive numbers, and zero elsewhere. -/
def invSqrt (t : ℝ) : ℝ := if 0 < t then 1 / √t else 0

/-- One on positive numbers, and zero elsewhere. -/
def support (t : ℝ) : ℝ := if 0 < t then 1 else 0

lemma invSqrt_sq (t : ℝ) : invSqrt t * invSqrt t * t = support t := by
  unfold invSqrt support
  split_ifs with h
  · rw [div_mul_div_comm, one_mul, Real.mul_self_sqrt h.le, one_div, inv_mul_cancel₀ h.ne']
  · simp

/-- For any `U` and `s`, the Löwdin matrix equals `U W Uᴴ`, where `W` is diagonal with entries
`invSqrt (s k)`. -/
theorem loewdinX_eq (U : Matrix n n ℂ) (s : n → ℝ) :
    loewdinX U s = U * diagonal (fun k => (invSqrt (s k) : ℂ)) * Uᴴ := by
  ext i j
  rw [loewdinX, Finset.sum_filter, Matrix.sum_apply, Matrix.mul_apply]
  refine Finset.sum_congr rfl fun k _ => ?_
  rw [Matrix.mul_diagonal, Matrix.conjTranspose_apply]
  by_cases h : 0 < s k
  · simp only [invSqrt, if_pos h, Matrix.smul_apply, vecMulVec_apply, smul_eq_mul]
    ring
  · simp only [invSqrt, if_neg h, Matrix.zero_apply, Complex.ofReal_zero, mul_zero, zero_mul]

lemma loewdinX_conjTranspose (U : Matrix n n ℂ) (s : n → ℝ) :
    (loewdinX U s)ᴴ = loewdinX U s := by
  have hd : (diagonal (fun k => (invSqrt (s k) : ℂ)))ᴴ
      = diagonal (fun k => (invSqrt (s k) : ℂ)) := by
    rw [Matrix.diagonal_conjTranspose]
    congr 1
    funext k
    exact Complex.conj_ofReal _
  rw [loewdinX_eq, Matrix.conjTranspose_mul, Matrix.conjTranspose_mul, hd,
    Matrix.conjTranspose_conjTranspose, Matrix.mul_assoc]

/-- Each eigenvalue of the overlap matrix is the squared norm of the corresponding
combination of basis functions, column `k` of `A U`. -/
theorem sum_normSq_eq_eigenvalue {A : Matrix m n ℂ} {U : Matrix n n ℂ} {s : n → ℝ}
    (h : IsOverlapDecomp A U s) (k : n) :
    ∑ i, Complex.normSq ((A * U) i k) = s k := by
  have hB : (A * U)ᴴ * (A * U) = diagonal (fun k => (s k : ℂ)) := by
    calc (A * U)ᴴ * (A * U) = Uᴴ * (Aᴴ * A) * U := by
          rw [Matrix.conjTranspose_mul]; simp only [Matrix.mul_assoc]
      _ = (Uᴴ * U) * diagonal (fun k => (s k : ℂ)) * (Uᴴ * U) := by
          rw [h.2]; simp only [Matrix.mul_assoc]
      _ = _ := by rw [h.1, Matrix.one_mul, Matrix.mul_one]
  have hk := congrFun (congrFun hB k) k
  rw [Matrix.mul_apply, Matrix.diagonal_apply_eq] at hk
  apply Complex.ofReal_injective
  rw [Complex.ofReal_sum]
  exact (Finset.sum_congr rfl fun i _ => Complex.normSq_eq_conj_mul_self).trans hk

/-- The matrix `(A X)(A X)ᴴ` leaves every basis function unchanged. -/
theorem frame_mul_basis {A : Matrix m n ℂ} {U : Matrix n n ℂ} {s : n → ℝ}
    (h : IsOverlapDecomp A U s) :
    (A * loewdinX U s) * (A * loewdinX U s)ᴴ * A = A := by
  set W : Matrix n n ℂ := diagonal (fun k => (invSqrt (s k) : ℂ)) with hW
  set D : Matrix n n ℂ := diagonal (fun k => (s k : ℂ)) with hD
  -- combinations with a vanishing eigenvalue are zero, so discarding them costs nothing
  have key : A * U * (W * W * D) = A * U := by
    rw [hW, hD, Matrix.diagonal_mul_diagonal, Matrix.diagonal_mul_diagonal]
    ext i k
    rw [Matrix.mul_diagonal, ← Complex.ofReal_mul, ← Complex.ofReal_mul, invSqrt_sq]
    by_cases hk : 0 < s k
    · rw [support, if_pos hk, Complex.ofReal_one, mul_one]
    · have h1 : Complex.normSq ((A * U) i k) ≤ ∑ a, Complex.normSq ((A * U) a k) :=
        Finset.single_le_sum (f := fun a => Complex.normSq ((A * U) a k))
          (fun a _ => Complex.normSq_nonneg _) (Finset.mem_univ i)
      rw [sum_normSq_eq_eigenvalue h k] at h1
      have h2 : (A * U) i k = 0 := Complex.normSq_eq_zero.mp
        (le_antisymm (h1.trans (not_lt.mp hk)) (Complex.normSq_nonneg _))
      rw [h2, zero_mul]
  calc (A * loewdinX U s) * (A * loewdinX U s)ᴴ * A
      = A * loewdinX U s * loewdinX U s * (Aᴴ * A) := by
        rw [Matrix.conjTranspose_mul, loewdinX_conjTranspose]; simp only [Matrix.mul_assoc]
    _ = A * U * W * (Uᴴ * U) * W * (Uᴴ * U) * D * Uᴴ := by
        rw [h.2, loewdinX_eq]; simp only [Matrix.mul_assoc, hW]
    _ = A * U * (W * W * D) * Uᴴ := by
        rw [h.1]; simp only [Matrix.mul_assoc, Matrix.one_mul]
    _ = A := by rw [key, Matrix.mul_assoc, mul_eq_one_comm.mp h.1, Matrix.mul_one]

end

end LoewdinDependentBasis
```

The error:

```
Main.lean:97:56: error: unsolved goals
m : Type u_1
n : Type u_2
inst✝² : Fintype m
inst✝¹ : Fintype n
inst✝ : DecidableEq n
A : Matrix m n ℂ
U : Matrix n n ℂ
s : n → ℝ
h : IsOverlapDecomp A U s
W : Matrix n n ℂ := diagonal fun k => ↑(invSqrt (s k))
hW : W = diagonal fun k => ↑(invSqrt (s k))
D : Matrix n n ℂ := diagonal fun k => ↑(s k)
hD : D = diagonal fun k => ↑(s k)
key : A * U * (W * W * D) = A * U
⊢ A *
      (U *
        ((diagonal fun k => ↑(invSqrt (s k))) *
          (Uᴴ * (U * ((diagonal fun k => ↑(invSqrt (s k))) * (Uᴴ * (U * ((diagonal fun k => ↑(s k)) * Uᴴ)))))))) =
    A *
      (U *
        ((diagonal fun k => ↑(invSqrt (s k))) *
          (Uᴴ * (U * ((diagonal fun k => ↑(invSqrt (s k))) * (Uᴴ * (U * (D * Uᴴ))))))))
```

What went wrong. The error is in the second step of the final `calc`, where `simp only` leaves a goal unsolved. The two sides of that goal differ in one place: the left has `diagonal fun k => ↑(s k)` where the right has `D`.

These are the same matrix, since `set` introduced `D` as a name for that diagonal. But `rw [h.2]` brings in the overlap matrix's decomposition with the diagonal written out, while the right side of the step is stated with `D`. The `simp only` call was given `hW`, which writes out `W` and so makes it agree with the diagonal coming from `loewdinX_eq`. It was given nothing that does the same for `D`, and it did not unfold the name by itself.

The repair adds `hD`, the equation `D = diagonal fun k => ↑(s k)`, to the `simp only` list. `D` is then written out too, the two sides become identical, and the goal closes.

This version goes through:

```diff
@@ -96,5 +96,5 @@
         rw [Matrix.conjTranspose_mul, loewdinX_conjTranspose]; simp only [Matrix.mul_assoc]
     _ = A * U * W * (Uᴴ * U) * W * (Uᴴ * U) * D * Uᴴ := by
-        rw [h.2, loewdinX_eq]; simp only [Matrix.mul_assoc, hW]
+        rw [h.2, loewdinX_eq]; simp only [Matrix.mul_assoc, hW, hD]
     _ = A * U * (W * W * D) * Uᴴ := by
         rw [h.1]; simp only [Matrix.mul_assoc, Matrix.one_mul]
```
